# For one linearly coupled oscillator, recovering a fraction \(1-\varepsilon^2\) of the polaron energy requires a phonon cutoff \(M\ge(1-\varepsilon)^2(g/w)^2\)

Keep the phonon-number states \(0,\dots,M\) of an uncoupled oscillator with phonon energy \(w>0\), and add the linear coupling \(g\,(a+a^\dagger)\) with \(g>0\), where \(a\) lowers the phonon number by one. If an eigenvalue \(E\) of the truncated Hamiltonian satisfies \(E\le-(1-\varepsilon^2)\,g^2/w\) with \(0\le\varepsilon\le1\), then

\[
M\ \ge\ (1-\varepsilon)^2\left(\frac{g}{w}\right)^2 .
\]

A simpler argument shows that half of the energy \(-g^2/w\) already requires \(M\ge g^2/(16w^2)\).

## A charge on one site displaces its oscillator

A charge held on a single site exerts a constant force on a local vibration. With \(\hbar=1\), and with \(a\) the lowering operator and \(n=a^\dagger a\) the phonon number, the Hamiltonian is

\[
H = w\,n+g\,(a+a^\dagger)
= w\left(a^\dagger+\frac gw\right)\left(a+\frac gw\right)-\frac{g^2}{w}.
\]

For the full oscillator the first term is nonnegative and vanishes in the coherent state with \(a\to-g/w\). The ground-state energy is therefore \(-g^2/w\), the polaron energy, and the mean phonon number in that state is \((g/w)^2\). A finite basis of phonon-number states stops at some highest phonon number \(M\) and cannot hold the displaced state exactly. If \(M\) lies below \((g/w)^2\), the bounds give a minimum for the energy that is missing.

## What the theorems state

The vectors are real functions on `Fin (M + 1)`, whose elements are the levels \(0,\dots,M\). The matrix `lowering M` has the entry \(\sqrt{j}\) in row \(j-1\) and column \(j\), `number M` is diagonal, and `hamiltonian M w g` is \(w\,n+g(a+a^T)\). An eigenvalue \(E\) comes with a vector `v` that is nonzero (`hv`) and satisfies \(Hv=Ev\) (`hE`). Real vectors suffice, because \(H\) is real and symmetric.

There are two lower bounds on every eigenvalue:

- `eigenvalue_ge`: for \(w,g\ge0\), \(E\ge-2g\sqrt M\).
- `eigenvalue_ge_of_small_cutoff`: for \(w\ge0\) and \(w\sqrt M\le g\), \(E\ge wM-2g\sqrt M\).

The second bound needs some limit on \(w\sqrt M\): for \(M=1\), \(w=3\), \(g=1\) its right side is \(1\), while the lowest eigenvalue \((3-\sqrt{13})/2\) is negative.

The cutoff criteria `cutoff_ge` and `half_energy_cutoff` take \(w,g>0\) and add the hypothesis `hrec`, which says that \(E\) is low enough to recover the stated share of \(-g^2/w\). The code uses \(-g^2/w\) only as a reference value; its meaning as the exact ground-state energy comes from the completed square above.

Both criteria are necessary conditions. They do not say that a cutoff which meets them is accurate. The model has one mode, one site and no hopping.

## From neighbouring levels to the cutoff

Let \(x=(x_0,\dots,x_M)\), not necessarily normalised, and write

\[
\mathcal N=\sum_{i=0}^{M-1}(i+1)\,x_{i+1}^2,\qquad
L=\sum_{i=0}^{M-1}\sqrt{i+1}\;x_i x_{i+1},\qquad
\|x\|^2=\sum_{i=0}^{M}x_i^2 .
\]

Level \(0\) carries no phonon energy, and \(a\) and \(a^T\) have the same expectation \(L\) in a real vector. Hence

\[
x\cdot Hx=w\,\mathcal N+2g\,L .
\]

**The coupling is bounded by the top level.** From \((x_i+x_{i+1})^2\ge0\) and \(i+1\le M\),

\[
\sqrt{i+1}\;x_ix_{i+1}\ \ge\ -\frac{\sqrt{i+1}}2\,(x_i^2+x_{i+1}^2)\ \ge\ -\frac{\sqrt M}{2}\,(x_i^2+x_{i+1}^2).
\]

In the sum over \(i\) each level appears at most twice, so \(L\ge-\sqrt M\,\|x\|^2\). Since \(w\,\mathcal N\ge0\), this gives \(x\cdot Hx\ge-2g\sqrt M\,\|x\|^2\).

**A shifted oscillator is nonnegative.** For any real \(s\),

\[
0\le\sum_{i=0}^{M-1}\left(\sqrt{i+1}\;x_{i+1}+s\,x_i\right)^2
=\mathcal N+2sL+s^2\left(\|x\|^2-x_M^2\right)
\le \mathcal N+2sL+s^2\|x\|^2 .
\]

**The two combine at \(s=\sqrt M\).** Multiplying the last inequality by \(w\) gives \(w\,\mathcal N\ge-2w\sqrt M\,L-wM\|x\|^2\). If \(w\sqrt M\le g\), the coefficient of \(L\) that remains is nonnegative, and

\[
\begin{aligned}
x\cdot Hx&\ge 2\left(g-w\sqrt M\right)L-wM\|x\|^2\\
&\ge-2\left(g-w\sqrt M\right)\sqrt M\,\|x\|^2-wM\|x\|^2\\
&=\left(wM-2g\sqrt M\right)\|x\|^2 .
\end{aligned}
\]

For an eigenvector, \(x\cdot Hx=E\|x\|^2\) with \(\|x\|^2>0\), so both bounds pass to \(E\).

**The cutoff follows by completing a square.** Suppose that \(w\sqrt M<(1-\varepsilon)g\). Then \(w\sqrt M\le g\), and the stronger bound gives

\[
wE\ \ge\ w^2M-2gw\sqrt M=\left(g-w\sqrt M\right)^2-g^2\ >\ \varepsilon^2g^2-g^2 .
\]

This contradicts \(E\le-(1-\varepsilon^2)g^2/w\). So \(w\sqrt M\ge(1-\varepsilon)g\), and squaring gives the criterion.

For half the energy the simple bound is enough: \(-2g\sqrt M\le E\le-g^2/(2w)\) gives \(g\le4w\sqrt M\), hence \(M\ge g^2/(16w^2)\). The sharper criterion with \(\varepsilon^2=1/2\) replaces the factor \(1/16=0.0625\) by \((1-1/\sqrt2)^2\approx0.086\).

## Choosing the basis for \(g/w=3\)

In an exact diagonalisation the truncated \(H\) is a tridiagonal matrix with diagonal \(0,w,\dots,Mw\) and off-diagonal entries \(g\sqrt1,\dots,g\sqrt M\). Take \(g=3w\), so that the polaron energy is \(-9w\). With \(M=3\) the condition \(w\sqrt M\le g\) holds, and every eigenvalue is at least \(3w-6\sqrt3\,w\approx-7.39w\). At least \(1.6w\) is missing, whatever eigensolver is used.

To recover 99 per cent, set \(\varepsilon=0.1\). The criterion gives \(M\ge0.81\cdot9=7.29\), so at least nine levels are needed. Nine are not enough, however: diagonalising the matrix with \(M=8\) gives the lowest eigenvalue \(-8w\), only 89 per cent of the polaron energy, and 99 per cent is first reached with sixteen levels, \(M=15\). In a cluster calculation with one such mode on each of four sites, sixteen levels per mode give \(16^4=65536\) phonon configurations for each electronic configuration; the bound itself applies to a single mode with a fixed charge.

## The Lean file

```lean
import Mathlib

open Matrix

namespace PolaronCutoff

noncomputable section

/-- The phonon lowering matrix on the levels `0, ..., M`, with entry `√n` between
levels `n - 1` and `n`. -/
def lowering (M : ℕ) : Matrix (Fin (M + 1)) (Fin (M + 1)) ℝ :=
  Matrix.of fun i j => if (i : ℕ) + 1 = (j : ℕ) then √((j : ℕ) : ℝ) else 0

/-- The phonon number matrix on the levels `0, ..., M`. -/
def number (M : ℕ) : Matrix (Fin (M + 1)) (Fin (M + 1)) ℝ :=
  Matrix.diagonal fun i => ((i : ℕ) : ℝ)

/-- The truncated Hamiltonian `w n + g (a + aᵀ)` of an oscillator with linear coupling,
keeping at most `M` phonons. -/
def hamiltonian (M : ℕ) (w g : ℝ) : Matrix (Fin (M + 1)) (Fin (M + 1)) ℝ :=
  w • number M + g • (lowering M + (lowering M)ᵀ)

/-- The expectation of the lowering matrix is a sum over pairs of neighbouring levels. -/
theorem lowering_expectation (M : ℕ) (x : Fin (M + 1) → ℝ) :
    x ⬝ᵥ (lowering M *ᵥ x) =
      ∑ i : Fin M, √(((i : ℕ) : ℝ) + 1) * (x i.castSucc * x i.succ) := by
  -- the last row of the lowering matrix, that of level `M`, vanishes
  have hlast : ∑ j, lowering M (Fin.last M) j * x j = 0 := by
    refine Finset.sum_eq_zero fun j _ => ?_
    have hj : ¬ (M + 1 = (j : ℕ)) := by
      have := j.isLt
      omega
    simp [lowering, hj]
  -- every other row has a single entry
  have hrow : ∀ i : Fin M, ∑ j, lowering M i.castSucc j * x j =
      √(((i : ℕ) : ℝ) + 1) * x i.succ := by
    intro i
    rw [Finset.sum_eq_single i.succ]
    · simp [lowering]
    · intro j _ hj
      have h : ¬ ((i : ℕ) + 1 = (j : ℕ)) := fun h =>
        hj (Fin.ext (by rw [Fin.val_succ]; exact h.symm))
      simp [lowering, h]
    · simp
  simp only [dotProduct, mulVec]
  rw [Fin.sum_univ_castSucc, hlast, mul_zero, add_zero]
  refine Finset.sum_congr rfl fun i _ => ?_
  rw [hrow]
  ring

/-- The energy expectation is the phonon energy plus a coupling between neighbouring
levels. -/
theorem energy_expectation (M : ℕ) (w g : ℝ) (x : Fin (M + 1) → ℝ) :
    x ⬝ᵥ (hamiltonian M w g *ᵥ x) =
      w * ∑ i : Fin M, (((i : ℕ) : ℝ) + 1) * x i.succ ^ 2 +
      2 * g * ∑ i : Fin M, √(((i : ℕ) : ℝ) + 1) * (x i.castSucc * x i.succ) := by
  have hT : x ⬝ᵥ ((lowering M)ᵀ *ᵥ x) = x ⬝ᵥ (lowering M *ᵥ x) := by
    rw [Matrix.mulVec_transpose, dotProduct_comm, ← Matrix.dotProduct_mulVec]
  have hN : x ⬝ᵥ (number M *ᵥ x) =
      ∑ i : Fin M, (((i : ℕ) : ℝ) + 1) * x i.succ ^ 2 := by
    simp only [number, dotProduct, Matrix.mulVec_diagonal]
    rw [Fin.sum_univ_succ]
    simp only [Fin.val_zero, Fin.val_succ, Nat.cast_zero, zero_mul, mul_zero, zero_add,
      Nat.cast_add, Nat.cast_one]
    exact Finset.sum_congr rfl fun i _ => by ring
  simp only [hamiltonian, Matrix.add_mulVec, Matrix.smul_mulVec, dotProduct_add,
    dotProduct_smul, smul_eq_mul, hT, hN, lowering_expectation]
  ring

/-- With at most `M` phonons, the expectation of the lowering matrix is at least `-√M`
times the squared norm of the state. -/
theorem lowering_expectation_ge (M : ℕ) (x : Fin (M + 1) → ℝ) :
    -(√(M : ℝ) * (x ⬝ᵥ x)) ≤
      ∑ i : Fin M, √(((i : ℕ) : ℝ) + 1) * (x i.castSucc * x i.succ) := by
  have hs := Real.sqrt_nonneg (M : ℝ)
  have h1 : x ⬝ᵥ x = ∑ i : Fin M, x i.castSucc ^ 2 + x (Fin.last M) ^ 2 := by
    simp only [dotProduct, ← pow_two]
    rw [Fin.sum_univ_castSucc]
  have h2 : x ⬝ᵥ x = x 0 ^ 2 + ∑ i : Fin M, x i.succ ^ 2 := by
    simp only [dotProduct, ← pow_two]
    rw [Fin.sum_univ_succ]
  -- each neighbour term is at least `-√M` times the mean of the two squared amplitudes
  have hbond : ∑ i : Fin M, -(√(M : ℝ) / 2) * (x i.castSucc ^ 2 + x i.succ ^ 2) ≤
      ∑ i : Fin M, √(((i : ℕ) : ℝ) + 1) * (x i.castSucc * x i.succ) := by
    refine Finset.sum_le_sum fun i _ => ?_
    have hr := Real.sqrt_nonneg (((i : ℕ) : ℝ) + 1)
    have hrs : √(((i : ℕ) : ℝ) + 1) ≤ √(M : ℝ) :=
      Real.sqrt_le_sqrt (by exact_mod_cast i.isLt)
    nlinarith [mul_nonneg hr (sq_nonneg (x i.castSucc + x i.succ)),
      mul_nonneg (sub_nonneg.2 hrs)
        (add_nonneg (sq_nonneg (x i.castSucc)) (sq_nonneg (x i.succ)))]
  rw [← Finset.mul_sum, Finset.sum_add_distrib] at hbond
  have h3 : ∑ i : Fin M, x i.castSucc ^ 2 + ∑ i : Fin M, x i.succ ^ 2 ≤
      2 * (x ⬝ᵥ x) := by
    linarith [sq_nonneg (x 0), sq_nonneg (x (Fin.last M))]
  nlinarith [mul_le_mul_of_nonneg_left h3 hs]

/-- The number expectation, plus `2s` times the lowering expectation, plus `s²` times the
squared norm, is nonnegative for every real shift `s`. -/
theorem shifted_number_nonneg (M : ℕ) (s : ℝ) (x : Fin (M + 1) → ℝ) :
    0 ≤ ∑ i : Fin M, (((i : ℕ) : ℝ) + 1) * x i.succ ^ 2 +
      2 * s * ∑ i : Fin M, √(((i : ℕ) : ℝ) + 1) * (x i.castSucc * x i.succ) +
      s ^ 2 * (x ⬝ᵥ x) := by
  have h1 : x ⬝ᵥ x = ∑ i : Fin M, x i.castSucc ^ 2 + x (Fin.last M) ^ 2 := by
    simp only [dotProduct, ← pow_two]
    rw [Fin.sum_univ_castSucc]
  have hsq : 0 ≤ ∑ i : Fin M,
      (√(((i : ℕ) : ℝ) + 1) * x i.succ + s * x i.castSucc) ^ 2 :=
    Finset.sum_nonneg fun i _ => sq_nonneg _
  have hexp : ∑ i : Fin M, (√(((i : ℕ) : ℝ) + 1) * x i.succ + s * x i.castSucc) ^ 2 =
      ∑ i : Fin M, (((i : ℕ) : ℝ) + 1) * x i.succ ^ 2 +
      2 * s * ∑ i : Fin M, √(((i : ℕ) : ℝ) + 1) * (x i.castSucc * x i.succ) +
      s ^ 2 * ∑ i : Fin M, x i.castSucc ^ 2 := by
    rw [Finset.mul_sum, Finset.mul_sum, ← Finset.sum_add_distrib, ← Finset.sum_add_distrib]
    refine Finset.sum_congr rfl fun i _ => ?_
    have hr : √(((i : ℕ) : ℝ) + 1) ^ 2 = ((i : ℕ) : ℝ) + 1 := Real.sq_sqrt (by positivity)
    linear_combination x i.succ ^ 2 * hr
  rw [h1]
  nlinarith [mul_nonneg (sq_nonneg s) (sq_nonneg (x (Fin.last M)))]

/-- A lower bound on the energy expectation in an eigenstate, per unit squared norm, is a
lower bound on its eigenvalue. -/
theorem le_eigenvalue {M : ℕ} {w g E c : ℝ} {v : Fin (M + 1) → ℝ} (hv : v ≠ 0)
    (hE : hamiltonian M w g *ᵥ v = E • v)
    (hc : c * (v ⬝ᵥ v) ≤ v ⬝ᵥ (hamiltonian M w g *ᵥ v)) : c ≤ E := by
  have h0 : 0 ≤ v ⬝ᵥ v := Finset.sum_nonneg fun i _ => mul_self_nonneg (v i)
  have hpos : 0 < v ⬝ᵥ v :=
    lt_of_le_of_ne h0 fun h => hv (dotProduct_self_eq_zero.1 h.symm)
  rw [hE, dotProduct_smul, smul_eq_mul] at hc
  exact le_of_mul_le_mul_right hc hpos

/-- For nonnegative frequency and coupling, every eigenvalue of the Hamiltonian with at most
`M` phonons is at least `-2 g √M`. -/
theorem eigenvalue_ge {M : ℕ} {w g E : ℝ} {v : Fin (M + 1) → ℝ} (hw : 0 ≤ w) (hg : 0 ≤ g)
    (hv : v ≠ 0) (hE : hamiltonian M w g *ᵥ v = E • v) : -(2 * g * √(M : ℝ)) ≤ E := by
  refine le_eigenvalue hv hE ?_
  rw [energy_expectation]
  have hn : 0 ≤ ∑ i : Fin M, (((i : ℕ) : ℝ) + 1) * v i.succ ^ 2 :=
    Finset.sum_nonneg fun i _ => by positivity
  nlinarith [mul_nonneg hw hn, mul_le_mul_of_nonneg_left (lowering_expectation_ge M v) hg]

/-- For nonnegative frequency and a cutoff with `w √M ≤ g`, every eigenvalue is at least
`w M - 2 g √M`. -/
theorem eigenvalue_ge_of_small_cutoff {M : ℕ} {w g E : ℝ} {v : Fin (M + 1) → ℝ}
    (hw : 0 ≤ w) (hM : w * √(M : ℝ) ≤ g) (hv : v ≠ 0)
    (hE : hamiltonian M w g *ᵥ v = E • v) : w * M - 2 * g * √(M : ℝ) ≤ E := by
  refine le_eigenvalue hv hE ?_
  rw [energy_expectation]
  -- shift the oscillator by `√M` and bound the coupling that is left over
  have h1 := mul_nonneg hw (shifted_number_nonneg M (√(M : ℝ)) v)
  have h2 := mul_le_mul_of_nonneg_left (lowering_expectation_ge M v) (sub_nonneg.2 hM)
  have h3 : w * (√(M : ℝ) ^ 2 * (v ⬝ᵥ v)) = w * (M * (v ⬝ᵥ v)) := by
    rw [Real.sq_sqrt (Nat.cast_nonneg M)]
  nlinarith

/-- For positive frequency and coupling and `0 ≤ ε ≤ 1`, an eigenvalue that recovers at least
the fraction `1 - ε²` of the polaron energy `-g²/w` requires a phonon cutoff
`M ≥ (1 - ε)² (g/w)²`. -/
theorem cutoff_ge {M : ℕ} {w g E ε : ℝ} {v : Fin (M + 1) → ℝ} (hw : 0 < w) (hg : 0 < g)
    (hε : 0 ≤ ε) (hε1 : ε ≤ 1) (hv : v ≠ 0) (hE : hamiltonian M w g *ᵥ v = E • v)
    (hrec : E ≤ -((1 - ε ^ 2) * (g ^ 2 / w))) : (1 - ε) ^ 2 * (g / w) ^ 2 ≤ M := by
  have hs2 : √(M : ℝ) ^ 2 = M := Real.sq_sqrt (Nat.cast_nonneg M)
  have h3 : w ^ 2 * √(M : ℝ) ^ 2 = w ^ 2 * M := by rw [hs2]
  rcases lt_or_ge (w * √(M : ℝ)) ((1 - ε) * g) with h | h
  · -- too small a cutoff contradicts the eigenvalue bound
    exfalso
    have hb := eigenvalue_ge_of_small_cutoff hw.le (by nlinarith [mul_nonneg hε hg.le]) hv hE
    have h1 := mul_le_mul_of_nonneg_left (hb.trans hrec) hw.le
    have hwg : w * (g ^ 2 / w) = g ^ 2 := mul_div_cancel₀ _ hw.ne'
    have h2 : w * -((1 - ε ^ 2) * (g ^ 2 / w)) = -((1 - ε ^ 2) * g ^ 2) := by
      linear_combination (-(1 - ε ^ 2)) * hwg
    rw [h2] at h1
    have h4 : (ε * g) ^ 2 < (g - w * √(M : ℝ)) ^ 2 :=
      pow_lt_pow_left₀ (by linarith) (mul_nonneg hε hg.le) two_ne_zero
    nlinarith
  · have h5 : ((1 - ε) * g) ^ 2 ≤ (w * √(M : ℝ)) ^ 2 :=
      pow_le_pow_left₀ (mul_nonneg (sub_nonneg.2 hε1) hg.le) h 2
    rw [div_pow, ← mul_div_assoc, div_le_iff₀ (by positivity)]
    nlinarith

/-- For positive frequency and coupling, an eigenvalue that recovers at least half of the
polaron energy `-g²/w` requires a phonon cutoff `M ≥ g²/(16 w²)`. -/
theorem half_energy_cutoff {M : ℕ} {w g E : ℝ} {v : Fin (M + 1) → ℝ} (hw : 0 < w)
    (hg : 0 < g) (hv : v ≠ 0) (hE : hamiltonian M w g *ᵥ v = E • v)
    (hrec : E ≤ -(g ^ 2 / w / 2)) : g ^ 2 / (16 * w ^ 2) ≤ M := by
  have hb := eigenvalue_ge hw.le hg.le hv hE
  have h1 : g ^ 2 / w ≤ 4 * g * √(M : ℝ) := by linarith
  rw [div_le_iff₀ hw] at h1
  have h2 : g ≤ 4 * √(M : ℝ) * w := le_of_mul_le_mul_left (by nlinarith) hg
  have h3 := pow_le_pow_left₀ hg.le h2 2
  rw [mul_pow, mul_pow, Real.sq_sqrt (Nat.cast_nonneg M)] at h3
  rw [div_le_iff₀ (by positivity)]
  linarith

/-- With the cutoff `M = 1`, `w = 3` and `g = 2`, the unnormalised vector `(2, -1)` is an
eigenvector of the Hamiltonian with eigenvalue `-1`, which is three quarters of the polaron energy
`-g²/w`. -/
theorem two_level_witness :
    hamiltonian 1 3 2 *ᵥ ![2, -1] = (-1 : ℝ) • ![2, -1] ∧
      (-1 : ℝ) = 3 / 4 * -(2 ^ 2 / 3) := by
  constructor
  · ext i
    fin_cases i <;>
      simp [hamiltonian, number, lowering, Matrix.mulVec, dotProduct, Fin.sum_univ_succ]
    norm_num
  · norm_num

end

end PolaronCutoff
```

```lean
#print axioms PolaronCutoff.cutoff_ge
#print axioms PolaronCutoff.half_energy_cutoff
```

```
'PolaronCutoff.cutoff_ge' depends on axioms: [propext, Classical.choice, Quot.sound]
'PolaronCutoff.half_energy_cutoff' depends on axioms: [propext, Classical.choice, Quot.sound]
```

## How the lemmas carry the argument

`lowering_expectation` turns the matrix expression into \(L\). The last row of the lowering matrix is zero, and every other row has one entry. The index `i : Fin M` labels a pair of neighbouring levels: `i.castSucc` is level \(i\) and `i.succ` is level \(i+1\). `energy_expectation` adds the transpose, which has the same expectation, and the number term, from which level \(0\) drops out.

`lowering_expectation_ge` is the bound \(L\ge-\sqrt M\,\|x\|^2\). It writes \(\|x\|^2\) in two ways, once with the top level split off (`h1`) and once with level \(0\) split off (`h2`). Adding them shows that each level is counted at most twice. The estimate for one pair is `hbond`, where `nlinarith` receives the square \((x_i+x_{i+1})^2\) and the comparison \(\sqrt{i+1}\le\sqrt M\).

`shifted_number_nonneg` expands the sum of squares in `hexp` and then adds the missing term \(s^2x_M^2\ge0\). It holds for every real \(s\), and the file uses it at \(s=\sqrt M\).

`le_eigenvalue` divides by \(\|v\|^2\), which is positive because \(v\neq0\). The two eigenvalue bounds then need only a lower bound on \(v\cdot Hv\). In `eigenvalue_ge_of_small_cutoff`, `h1` is the shifted inequality times \(w\), and `h2` is the coupling bound times \(g-w\sqrt M\). The final `nlinarith` adds them.

`cutoff_ge` splits on whether \(w\sqrt M<(1-\varepsilon)g\). The first case ends in the contradiction derived above, with `h4` as the strict inequality between the squares. The second case squares the inequality and divides by \(w^2\). `half_energy_cutoff` cancels one factor of \(g\) and squares.

`two_level_witness` gives a case in which energy is recovered with the cutoff \(M=1\). For \(w=3\) and \(g=2\) the vector \((2,-1)\), or \((2,-1)/\sqrt5\) when normalised, has eigenvalue \(-1\), three quarters of \(-4/3\). This is \(\varepsilon=1/2\), for which the criterion asks only for \(M\ge1/9\).
